# For a Gaussian energy difference of positive variance, the free-energy difference is the midpoint of the mean energy differences in the two states

## Two states and one energy difference

The first choice is where to put the Gaussian assumption. Here it is placed on the energy difference alone, and the configurations themselves need not have a Gaussian distribution. State 0 is a measure $P$ on a configuration space $\Omega$. For each configuration $x$, the number $dU(x)=U_1(x)-U_0(x)$ is the cost of switching from potential $U_0$ to $U_1$. Under $P$, its values $w$ have the density

$$p_0(w)=\frac{1}{\sqrt{2\pi v}}\,e^{-(w-\mu)^2/(2v)},$$

with mean $\mu$ and variance $v>0$. Physically, $P$ is the Boltzmann distribution of $U_0$ at inverse temperature $\beta$, and state 1 is the Boltzmann distribution of $U_1$ at the same $\beta$.

Write $\langle\cdot\rangle_0$ for the average over $P$. The free-energy difference is

$$dF=-\frac1\beta\ln Z,\qquad Z=\langle e^{-\beta\,dU}\rangle_0 ,$$

and state 1 is $P$ reweighted by $e^{-\beta\,dU}/Z$. Averages over it are written $\langle\cdot\rangle_1$.

An alternative model would start from $U_0$, $U_1$ and a reference measure, with finite partition functions $Z_0$ and $Z_1$. Then $dF=-\beta^{-1}\ln(Z_1/Z_0)$ would be the definition, and the exponential average would become a lemma. The Gaussian part of the argument would stay the same.

In simulation practice, the result gives a consistency check on sampling from both end states, provided that the energy difference is Gaussian: the two mean energy differences must be $\beta v$ apart, with $dF$ halfway between them.

## Completing the square

The whole calculation rests on one identity:

$$-\beta w-\frac{(w-\mu)^2}{2v}=-\frac{(w-\mu+\beta v)^2}{2v}-\beta\mu+\frac{\beta^2v}{2}.$$

Integrating the exponential of both sides over $w$, with the prefactor of $p_0$, gives

$$Z=e^{-\beta\mu+\beta^2v/2},\qquad dF=\mu-\frac{\beta v}{2}.$$

Since $Z=e^{-\beta\,dF}$, the weight is $e^{-\beta\,dU}/Z=e^{\beta(dF-dU)}$. It depends on the configuration only through $dU$, so the density of $dU$ in state 1 is

$$p_1(w)=e^{\beta(dF-w)}p_0(w)=\frac{1}{\sqrt{2\pi v}}\,e^{-(w-\mu+\beta v)^2/(2v)}.$$

This is a Gaussian with mean $\mu-\beta v$ and unchanged variance. Hence

$$\frac{\langle dU\rangle_0+\langle dU\rangle_1}{2}=\frac{\mu+(\mu-\beta v)}{2}=dF .$$

The densities cross where $e^{\beta(dF-w)}=1$, which for $\beta\ne0$ happens only at $w=dF$.

## From the exponential relation back to the midpoint

Now let two Gaussian densities have means $m_0,m_1$ and positive variances $v_0,v_1$, and suppose that $p_1(w)=e^{\beta(c-w)}p_0(w)$ for all $w$ and some constant $c$. Taking logarithms gives

$$-\tfrac12\ln(2\pi v_1)-\frac{(w-m_1)^2}{2v_1}=\beta(c-w)-\tfrac12\ln(2\pi v_0)-\frac{(w-m_0)^2}{2v_0}.$$

The coefficients of $w^2$ give $v_1=v_0$, so the logarithmic constants cancel. The coefficients of $w$ give $m_1=m_0-\beta v_0$. The constant terms give

$$\beta c=\frac{m_0^2-m_1^2}{2v_0}=\frac{(m_0-m_1)(m_0+m_1)}{2v_0}=\beta\,\frac{m_0+m_1}{2},$$

and division by $\beta\neq0$ makes $c$ the midpoint.

## A two-valued energy difference misses the midpoint

Finite, positive variance does not suffice in place of the Gaussian law. Take $\beta=1$ and let $dU$ be $0$ or $\ln 9$ with probability $1/2$ each. Then $Z=\tfrac12(1+\tfrac19)=\tfrac59$ and $dF=\ln\tfrac95\approx0.588$. The means are $\tfrac12\ln 9$ in state 0 and $\tfrac1{10}\ln 9$ in state 1, so their midpoint is $0.3\ln 9\approx0.659$.

## The statement in Lean

The hypothesis `P.map dU = gaussianReal μ v` says that the law of `dU` in state 0 is Gaussian. The second parameter is the variance, a nonnegative real, and `v ≠ 0` makes it positive. This hypothesis also forces `P` to have total mass one. The condition `β ≠ 0` admits negative values, although the physical case is $\beta>0$.

`freeEnergyDiff` is $dF$, and `perturbedState` is the reweighted measure on configurations. The integrals in `freeEnergyDiff_eq_midpoint` are therefore averages over configurations in the two states. The function `gaussianPDFReal` is the density on the energy axis. Gaussianity is assumed and not derived from a potential, and the averages are exact ones, without sampling error.

```lean
import Mathlib

open MeasureTheory ProbabilityTheory
open scoped NNReal

namespace GaussianFreeEnergyPerturbation

noncomputable section

variable {Ω : Type*} [MeasurableSpace Ω]

/-- The free-energy difference `-(1/β) log ⟨exp(-β dU)⟩₀`, for `β ≠ 0` and a finite, positive
exponential average over state 0. -/
def freeEnergyDiff (β : ℝ) (P : Measure Ω) (dU : Ω → ℝ) : ℝ :=
  -(1 / β) * Real.log (∫ x, Real.exp (-β * dU x) ∂P)

/-- State 1: the distribution `P` of state 0 reweighted by the normalised Boltzmann factor of the
energy difference `dU`, for a finite, positive exponential average. -/
def perturbedState (β : ℝ) (P : Measure Ω) (dU : Ω → ℝ) : Measure Ω :=
  P.withDensity fun x =>
    ENNReal.ofReal (Real.exp (-β * dU x) / ∫ y, Real.exp (-β * dU y) ∂P)

/-- For `β ≠ 0` and a positive exponential average, the normalised Boltzmann factor at energy
difference `u` is `exp(β(dF - u))`. -/
theorem boltzmann_weight {β : ℝ} (hβ : β ≠ 0) {P : Measure Ω} {dU : Ω → ℝ}
    (hZ : 0 < ∫ x, Real.exp (-β * dU x) ∂P) (u : ℝ) :
    Real.exp (-β * u) / (∫ x, Real.exp (-β * dU x) ∂P)
      = Real.exp (β * (freeEnergyDiff β P dU - u)) := by
  have h : β * (freeEnergyDiff β P dU - u)
      = -β * u - Real.log (∫ x, Real.exp (-β * dU x) ∂P) := by
    unfold freeEnergyDiff
    linear_combination
      (-Real.log (∫ x, Real.exp (-β * dU x) ∂P)) * mul_inv_cancel₀ hβ
  rw [h, Real.exp_sub, Real.exp_log hZ]

/-- If `dU` is Gaussian in state 0 with mean `μ` and variance `v`, then
`⟨exp(-β dU)⟩₀ = exp(-βμ + β²v/2)`. -/
theorem exponential_average {P : Measure Ω} {dU : Ω → ℝ} {μ : ℝ} {v : ℝ≥0}
    (hlaw : P.map dU = gaussianReal μ v) (β : ℝ) :
    ∫ x, Real.exp (-β * dU x) ∂P = Real.exp (-β * μ + β ^ 2 * v / 2) := by
  have h : mgf dU P (-β) = Real.exp (μ * (-β) + v * (-β) ^ 2 / 2) :=
    mgf_gaussianReal hlaw (-β)
  have e : μ * (-β) + v * (-β) ^ 2 / 2 = -β * μ + β ^ 2 * v / 2 := by ring
  rw [e] at h
  exact h

/-- If `dU` is Gaussian in state 0 with mean `μ` and variance `v`, and `β ≠ 0`, then
`dF = μ - βv/2`. -/
theorem freeEnergyDiff_gaussian {β : ℝ} (hβ : β ≠ 0) {P : Measure Ω} {dU : Ω → ℝ}
    {μ : ℝ} {v : ℝ≥0} (hlaw : P.map dU = gaussianReal μ v) :
    freeEnergyDiff β P dU = μ - β * v / 2 := by
  unfold freeEnergyDiff
  rw [exponential_average hlaw, Real.log_exp]
  linear_combination (μ - β * v / 2) * mul_inv_cancel₀ hβ

/-- Multiplying a Gaussian density of mean `μ` and variance `v > 0` by
`exp(β(μ - βv/2 - w))` gives the Gaussian density of mean `μ - βv` and variance `v`. -/
theorem reweighted_density (β μ : ℝ) {v : ℝ≥0} (hv : v ≠ 0) (w : ℝ) :
    Real.exp (β * (μ - β * v / 2 - w)) * gaussianPDFReal μ v w
      = gaussianPDFReal (μ - β * v) v w := by
  have hv' : (v : ℝ) ≠ 0 := NNReal.coe_ne_zero.2 hv
  -- completing the square in the exponent
  have e : β * (μ - β * v / 2 - w) + -(w - μ) ^ 2 / (2 * v)
      = -(w - (μ - β * v)) ^ 2 / (2 * v) := by
    linear_combination (β * (w - μ) + β ^ 2 * v / 2) * mul_inv_cancel₀ hv'
  simp only [gaussianPDFReal]
  rw [mul_left_comm, ← Real.exp_add, e]

/-- If `dU` is Gaussian in state 0 with mean `μ` and variance `v > 0`, and `β ≠ 0`, then in
state 1 it is Gaussian with mean `μ - βv` and the same variance. -/
theorem perturbed_law {β : ℝ} (hβ : β ≠ 0) {P : Measure Ω} {dU : Ω → ℝ}
    (hm : Measurable dU) {μ : ℝ} {v : ℝ≥0} (hv : v ≠ 0)
    (hlaw : P.map dU = gaussianReal μ v) :
    (perturbedState β P dU).map dU = gaussianReal (μ - β * v) v := by
  have hZ : 0 < ∫ x, Real.exp (-β * dU x) ∂P := by
    rw [exponential_average hlaw]
    exact Real.exp_pos _
  -- the weight depends on the configuration only through dU
  have hd : perturbedState β P dU = P.withDensity fun x =>
      ENNReal.ofReal (Real.exp (β * (μ - β * v / 2 - dU x))) := by
    unfold perturbedState
    congr 1
    funext x
    rw [boltzmann_weight hβ hZ, freeEnergyDiff_gaussian hβ hlaw]
  have hg : Measurable fun w : ℝ =>
      ENNReal.ofReal (Real.exp (β * (μ - β * v / 2 - w))) := by fun_prop
  ext s hs
  -- pass from configurations to the energy axis, then multiply densities there
  rw [hd, Measure.map_apply hm hs, withDensity_apply _ (hm hs),
    ← setLIntegral_map hs hg hm, hlaw, gaussianReal_of_var_ne_zero _ hv,
    gaussianReal_of_var_ne_zero _ hv, withDensity_apply _ hs,
    setLIntegral_withDensity_eq_setLIntegral_mul _ (measurable_gaussianPDF μ v) hg hs]
  refine lintegral_congr fun w => ?_
  simp only [Pi.mul_apply, gaussianPDF]
  rw [← ENNReal.ofReal_mul (gaussianPDFReal_nonneg μ v w), mul_comm,
    reweighted_density β μ hv w]

/-- If `dU` is Gaussian in state 0 with positive variance, and `β ≠ 0`, then `dF` is the midpoint
of the averages of `dU` in states 0 and 1. -/
theorem freeEnergyDiff_eq_midpoint {β : ℝ} (hβ : β ≠ 0) {P : Measure Ω} {dU : Ω → ℝ}
    (hm : Measurable dU) {μ : ℝ} {v : ℝ≥0} (hv : v ≠ 0)
    (hlaw : P.map dU = gaussianReal μ v) :
    freeEnergyDiff β P dU
      = ((∫ x, dU x ∂P) + ∫ x, dU x ∂(perturbedState β P dU)) / 2 := by
  have mean : ∀ (Q : Measure Ω) (m : ℝ), Q.map dU = gaussianReal m v →
      ∫ x, dU x ∂Q = m := by
    intro Q m hQ
    have h : ∫ y, y ∂(Q.map dU) = ∫ x, dU x ∂Q :=
      integral_map hm.aemeasurable measurable_id.aestronglyMeasurable
    rw [← h, hQ, integral_id_gaussianReal]
  rw [mean P μ hlaw, mean _ _ (perturbed_law hβ hm hv hlaw),
    freeEnergyDiff_gaussian hβ hlaw]
  ring

/-- If `dU` is Gaussian in state 0 with mean `μ` and variance `v > 0`, and `β ≠ 0`, then the
Gaussian densities of means `μ` and `μ - βv` and variance `v` cross at `w = dF` and nowhere else. -/
theorem densities_cross_iff {β : ℝ} (hβ : β ≠ 0) {P : Measure Ω} {dU : Ω → ℝ}
    {μ : ℝ} {v : ℝ≥0} (hv : v ≠ 0) (hlaw : P.map dU = gaussianReal μ v) (w : ℝ) :
    gaussianPDFReal (μ - β * v) v w = gaussianPDFReal μ v w
      ↔ w = freeEnergyDiff β P dU := by
  have hp : gaussianPDFReal μ v w ≠ 0 := (gaussianPDFReal_pos μ v w hv).ne'
  rw [← reweighted_density β μ hv w, freeEnergyDiff_gaussian hβ hlaw,
    mul_eq_right₀ hp, Real.exp_eq_one_iff, mul_eq_zero, or_iff_right hβ, sub_eq_zero]
  exact eq_comm

/-- If two Gaussian densities of positive variance obey `p₁(w) = exp(β(c - w)) p₀(w)` for all `w`,
with `β ≠ 0`, then their variances agree, their means differ by `β` times the variance, and `c`
is the midpoint of the means. -/
theorem gaussian_pair_rigidity {β c m₀ m₁ : ℝ} (hβ : β ≠ 0) {v₀ v₁ : ℝ≥0}
    (h₀ : v₀ ≠ 0) (h₁ : v₁ ≠ 0)
    (h : ∀ w, gaussianPDFReal m₁ v₁ w
      = Real.exp (β * (c - w)) * gaussianPDFReal m₀ v₀ w) :
    v₁ = v₀ ∧ m₁ = m₀ - β * v₀ ∧ c = (m₀ + m₁) / 2 := by
  have L : ∀ (m : ℝ) (v : ℝ≥0), v ≠ 0 → ∀ w, Real.log (gaussianPDFReal m v w)
      = Real.log (√(2 * Real.pi * v))⁻¹ - (w - m) ^ 2 / (2 * v) := by
    intro m v hv w
    have hv' : 0 < (v : ℝ) := NNReal.coe_pos.2 (pos_iff_ne_zero.2 hv)
    have hk : (√(2 * Real.pi * v))⁻¹ ≠ 0 :=
      (inv_pos.2 (Real.sqrt_pos.2 (mul_pos Real.two_pi_pos hv'))).ne'
    rw [gaussianPDFReal, Real.log_mul hk (Real.exp_ne_zero _), Real.log_exp]
    ring
  -- the logarithm of the relation equates two quadratics in w
  have E : ∀ w, Real.log (√(2 * Real.pi * v₁))⁻¹ - (w - m₁) ^ 2 / (2 * v₁)
      = β * (c - w) + (Real.log (√(2 * Real.pi * v₀))⁻¹ - (w - m₀) ^ 2 / (2 * v₀)) := by
    intro w
    rw [← L m₁ v₁ h₁ w, ← L m₀ v₀ h₀ w, h w,
      Real.log_mul (Real.exp_ne_zero _) (gaussianPDFReal_pos m₀ v₀ w h₀).ne', Real.log_exp]
  have e0 := E 0
  have e1 := E 1
  have e2 := E (-1)
  -- the second difference compares the variances
  have hinv : (v₁ : ℝ)⁻¹ = (v₀ : ℝ)⁻¹ := by linear_combination 2 * e0 - e1 - e2
  have hvv : v₁ = v₀ := NNReal.coe_injective (inv_injective hinv)
  rw [hvv] at e0 e1
  -- the first difference compares the means
  have q : m₁ / v₀ = m₀ / v₀ - β := by linear_combination e1 - e0
  have hv' : (v₀ : ℝ) ≠ 0 := NNReal.coe_ne_zero.2 h₀
  refine ⟨hvv, ?_, ?_⟩
  · linear_combination (v₀ : ℝ) * q + (m₀ - m₁) * mul_inv_cancel₀ hv'
  · apply mul_left_cancel₀ hβ
    linear_combination -e0 - (m₀ + m₁) / 2 * q

end

end GaussianFreeEnergyPerturbation
```

```lean
#print axioms GaussianFreeEnergyPerturbation.freeEnergyDiff_eq_midpoint
#print axioms GaussianFreeEnergyPerturbation.densities_cross_iff
#print axioms GaussianFreeEnergyPerturbation.gaussian_pair_rigidity
```

```
'GaussianFreeEnergyPerturbation.freeEnergyDiff_eq_midpoint' depends on axioms: [propext, Classical.choice, Quot.sound]
'GaussianFreeEnergyPerturbation.densities_cross_iff' depends on axioms: [propext, Classical.choice, Quot.sound]
'GaussianFreeEnergyPerturbation.gaussian_pair_rigidity' depends on axioms: [propext, Classical.choice, Quot.sound]
```

## From the exponential average to the law in state 1

`exponential_average` reads $Z$ from Mathlib's Gaussian moment generating function at $-\beta$, and `freeEnergyDiff_gaussian` takes its logarithm. `boltzmann_weight` derives the form $e^{\beta(dF-u)}$ of the weight from the definition of $dF$. In `reweighted_density`, the equation `e` is the completed square, and `linear_combination` verifies it using $v\,v^{-1}=1$.

`perturbed_law` carries the reweighting from configurations to energies. The step `hd` rewrites the weight as a function of `dU x`. After `ext s hs`, the two laws are compared on an arbitrary measurable set `s` of energies. `setLIntegral_map` turns the integral over configurations into one over energies, the next rewrites multiply the weight by the Gaussian density, and `reweighted_density` identifies the product.

## Means, crossing point and converse

In `freeEnergyDiff_eq_midpoint`, the local statement `mean` turns a Gaussian law into an average over configurations. It is applied once to each state, and `ring` finishes the arithmetic.

`densities_cross_iff` writes the shifted density as weight times original density, cancels the positive density, and uses that a real exponential equals one only at exponent zero.

In `gaussian_pair_rigidity`, `L` is the logarithm of a Gaussian density and `E` is the resulting equality of quadratics. Instead of comparing coefficients, the proof evaluates `E` at $w=0,1,-1$. The second difference gives equal inverse variances, the first difference gives the relation `q` between the means, and the value at zero then fixes $c$.
